# A larger basis can worsen the force: a three-site example

Does a force improve along with the energy when a variational basis grows? Here all states live in one space $\mathbb C^n$ with a fixed orthonormal basis, and a smaller basis means that the amplitudes $\psi_i$ with $i\ge k$ vanish.

```lean
import Mathlib

open Matrix

namespace ForceNotMonotoneInBasis

noncomputable section
```

For a matrix $A$, write $\langle A\rangle=\mathrm{Re}\,\psi^\dagger A\psi$, which is `expect A ψ`. `Trial k ψ` says that $\psi$ is normalised and uses only the first $k$ basis vectors. `IsGround k A ψ` says that it also minimises $\langle A\rangle$ among such states.

```lean
/-- The mean value of the observable `A` in the state `ψ` (real part of `⟨ψ|A|ψ⟩`). -/
def expect {n : ℕ} (A : Matrix (Fin n) (Fin n) ℂ) (ψ : Fin n → ℂ) : ℝ :=
  (star ψ ⬝ᵥ A *ᵥ ψ).re

/-- A normalised state built from the first `k` basis vectors only. -/
def Trial {n : ℕ} (k : ℕ) (ψ : Fin n → ℂ) : Prop :=
  (∀ i : Fin n, k ≤ i.val → ψ i = 0) ∧ ∑ i, Complex.normSq (ψ i) = 1

/-- A variational ground state of `A` in the basis of the first `k` vectors. -/
def IsGround {n : ℕ} (k : ℕ) (A : Matrix (Fin n) (Fin n) ℂ) (ψ : Fin n → ℂ) : Prop :=
  Trial k ψ ∧ ∀ φ, Trial k φ → expect A ψ ≤ expect A φ
```

The Hamiltonian is $H+sV$ with a real parameter $s$. "Force" means the generalised force conjugate to $s$, which need not be a force on a nucleus.

```lean
/-- The force in the state `ψ`: minus the mean of the perturbation `V`. -/
def force {n : ℕ} (V : Matrix (Fin n) (Fin n) ℂ) (ψ : Fin n → ℂ) : ℝ :=
  -expect V ψ
```

In the example one particle hops between site 0 and sites 1 and 2, and the hopping strength is the unit of energy. The perturbation $V$ acts like a uniform field along the chain 2–0–1. In Lean, $H$ is `hopping` and $V$ is `tilt`. The ground states and forces of the example are taken at $s=0$, where the Hamiltonian is $H$.

```lean
/-- The Hamiltonian: site 0 is coupled to sites 1 and 2 with amplitude `-1`. -/
def hopping : Matrix (Fin 3) (Fin 3) ℂ := !![0, -1, -1; -1, 0, 0; -1, 0, 0]

/-- The perturbation: it raises site 1 and lowers site 2. -/
def tilt : Matrix (Fin 3) (Fin 3) ℂ := !![0, 0, 0; 0, 1, 0; 0, 0, -1]
```

Two explicit states will be needed.

```lean
/-- The state with equal amplitudes on sites 0 and 1. -/
def state₂ : Fin 3 → ℂ := ![((√2 / 2 : ℝ) : ℂ), ((√2 / 2 : ℝ) : ℂ), 0]

/-- The state with amplitude `√2/2` on site 0 and `1/2` on each of sites 1 and 2. -/
def state₃ : Fin 3 → ℂ := ![((√2 / 2 : ℝ) : ℂ), ((1 / 2 : ℝ) : ℂ), ((1 / 2 : ℝ) : ℂ)]
```

## (a) The force as a slope

Let $E(s)$ be the ground energy of $H+sV$ in a fixed basis. Assume that a ground state exists for every $s$ and that $E$ is differentiable at $s_0$. Show that every ground state $\psi$ at $s_0$ satisfies
$$-\langle V\rangle=-E'(s_0).$$

**Solution.** Keep $\psi$ fixed and vary $s$. By the variational principle $E(s)\le\langle H\rangle+s\langle V\rangle$, with equality at $s_0$. So $s\langle V\rangle-E(s)$ has a minimum at $s_0$, and its derivative $\langle V\rangle-E'(s_0)$ vanishes. In Lean, `upper` is the bound, `touch` is the reverse inequality at $s_0$, which together with `upper` gives the equality, and `hmin` is the minimum.

```lean
/-- Hellmann-Feynman theorem in a fixed basis: where the ground energy `E s` of `H + s V`
is differentiable, the force in any ground state is minus its slope. -/
theorem hellmann_feynman {n k : ℕ} {H V : Matrix (Fin n) (Fin n) ℂ} {E : ℝ → ℝ}
    {E' s₀ : ℝ} {ψ : Fin n → ℂ}
    (hE : ∀ s : ℝ, ∃ φ, IsGround k (H + (s : ℂ) • V) φ ∧ expect (H + (s : ℂ) • V) φ = E s)
    (hψ : IsGround k (H + (s₀ : ℂ) • V) ψ) (hd : HasDerivAt E E' s₀) :
    force V ψ = -E' := by
  have lin : ∀ s : ℝ, expect (H + (s : ℂ) • V) ψ = expect H ψ + s * expect V ψ := by
    intro s
    simp [expect, Matrix.add_mulVec, Matrix.smul_mulVec, dotProduct_add, dotProduct_smul]
  -- the fixed state gives a linear upper bound, which touches the curve at `s₀`
  have upper : ∀ s, E s ≤ expect H ψ + s * expect V ψ := by
    intro s
    obtain ⟨φ, hφ, he⟩ := hE s
    rw [← he, ← lin]
    exact hφ.2 ψ hψ.1
  have touch : expect H ψ + s₀ * expect V ψ ≤ E s₀ := by
    obtain ⟨φ, hφ, he⟩ := hE s₀
    rw [← he, ← lin]
    exact hψ.2 φ hφ.1
  have hmin : IsLocalMin (fun s => s * expect V ψ - E s) s₀ :=
    Filter.Eventually.of_forall (fun s => by
      have := upper s
      change s₀ * expect V ψ - E s₀ ≤ s * expect V ψ - E s
      linarith)
  have hd' : HasDerivAt (fun s => s * expect V ψ - E s) (1 * expect V ψ - E') s₀ :=
    ((hasDerivAt_id' s₀).mul_const _).fun_sub hd
  have h0 := hmin.hasDerivAt_eq_zero hd'
  unfold force
  linarith
```

The basis vectors do not depend on $s$. Atom-centred functions that move with the nuclei would add Pulay terms.

## (b) Means in site amplitudes

For the three-site matrices, show that
$$\langle H\rangle=-2\,\mathrm{Re}\,[\psi_0^*(\psi_1+\psi_2)],\qquad \langle V\rangle=|\psi_1|^2-|\psi_2|^2.$$

**Solution.** Multiplying out gives $\psi^\dagger H\psi=-\psi_0^*(\psi_1+\psi_2)-(\psi_1+\psi_2)^*\psi_0$, a number plus its conjugate. $V$ is diagonal. Lean writes the first formula in real and imaginary parts.

```lean
/-- The mean energy and the mean perturbation in terms of the site amplitudes. -/
theorem expect_coords (ψ : Fin 3 → ℂ) :
    expect hopping ψ = -2 * ((ψ 0).re * ((ψ 1).re + (ψ 2).re)
      + (ψ 0).im * ((ψ 1).im + (ψ 2).im)) ∧
    expect tilt ψ = Complex.normSq (ψ 1) - Complex.normSq (ψ 2) := by
  constructor
  · simp [expect, hopping, dotProduct, Matrix.mulVec, Fin.sum_univ_three]
    ring
  · simp [expect, tilt, dotProduct, Matrix.mulVec, Fin.sum_univ_three, Complex.normSq_apply]
    ring
```

## (c) Energy with two vectors

For a normalised state with $\psi_2=0$, show that
$$\langle H\rangle+1=|\psi_0-\psi_1|^2.$$

**Solution.** Replace $1$ by $|\psi_0|^2+|\psi_1|^2$ and add $-2\,\mathrm{Re}\,\psi_0^*\psi_1$. The final `linear_combination` uses the normalisation `hn` in the same way.

```lean
/-- In the two-vector basis the energy lies above `-1` by a perfect square. -/
theorem gap_two {ψ : Fin 3 → ℂ} (h : Trial 2 ψ) :
    expect hopping ψ + 1 = Complex.normSq (ψ 0 - ψ 1) := by
  have h2 : ψ 2 = 0 := h.1 2 (by decide)
  have hn := h.2
  rw [Fin.sum_univ_three, h2] at hn
  rw [(expect_coords ψ).1, h2]
  simp only [Complex.normSq_apply, Complex.sub_re, Complex.sub_im, Complex.zero_re,
    Complex.zero_im] at hn ⊢
  linear_combination -hn
```

## (d) Energy with three vectors

For any normalised state, show that
$$\sqrt2\,(\langle H\rangle+\sqrt2)=|\sqrt2\,\psi_0-\psi_1-\psi_2|^2+|\psi_1-\psi_2|^2.$$

**Solution.** The first square is $2|\psi_0|^2+\sqrt2\langle H\rangle+|\psi_1+\psi_2|^2$. Since $|\psi_1+\psi_2|^2+|\psi_1-\psi_2|^2=2|\psi_1|^2+2|\psi_2|^2$, the right side is $2+\sqrt2\langle H\rangle$.

```lean
/-- In the full basis the energy above `-√2`, times `√2`, is a sum of two squares. -/
theorem gap_three {ψ : Fin 3 → ℂ} (h : Trial 3 ψ) :
    √2 * (expect hopping ψ + √2) =
      Complex.normSq ((√2 : ℝ) * ψ 0 - ψ 1 - ψ 2) + Complex.normSq (ψ 1 - ψ 2) := by
  have hs : √2 * √2 = (2 : ℝ) := Real.mul_self_sqrt (by norm_num)
  have hn := h.2
  rw [Fin.sum_univ_three] at hn
  rw [(expect_coords ψ).1]
  simp only [Complex.normSq_apply, Complex.sub_re, Complex.sub_im, Complex.re_ofReal_mul,
    Complex.im_ofReal_mul] at hn ⊢
  linear_combination (1 - (ψ 0).re * (ψ 0).re - (ψ 0).im * (ψ 0).im) * hs - 2 * hn
```

## (e) Two explicit energies

Show that `state₂` and `state₃` are normalised, lie in their bases, and have
$$\langle H\rangle=-1\quad\text{and}\quad\langle H\rangle=-\sqrt2.$$

**Solution.** The norms are $\tfrac12+\tfrac12$ and $\tfrac12+\tfrac14+\tfrac14$. By (b) the energies are $-2\cdot\tfrac12$ and $-2\cdot\tfrac{\sqrt2}{2}\cdot1$.

```lean
/-- The two explicit states are admissible in their bases and have energies `-1` and `-√2`. -/
theorem trial_states :
    (Trial 2 state₂ ∧ expect hopping state₂ = -1) ∧
    (Trial 3 state₃ ∧ expect hopping state₃ = -√2) := by
  have hs : √2 * √2 = (2 : ℝ) := Real.mul_self_sqrt (by norm_num)
  refine ⟨⟨⟨?_, ?_⟩, ?_⟩, ⟨⟨?_, ?_⟩, ?_⟩⟩
  · clear hs
    intro i hi
    fin_cases i <;> simp_all [state₂]
  · rw [Fin.sum_univ_three]
    change Complex.normSq ((√2 / 2 : ℝ) : ℂ) + Complex.normSq ((√2 / 2 : ℝ) : ℂ)
      + Complex.normSq 0 = 1
    simp only [Complex.normSq_ofReal, map_zero]
    linear_combination hs / 2
  · rw [(expect_coords _).1]
    change -2 * (√2 / 2 * (√2 / 2 + 0) + 0 * (0 + 0)) = (-1 : ℝ)
    linear_combination -hs / 2
  · intro i hi
    exact absurd i.isLt (not_lt_of_ge hi)
  · rw [Fin.sum_univ_three]
    change Complex.normSq ((√2 / 2 : ℝ) : ℂ) + Complex.normSq ((1 / 2 : ℝ) : ℂ)
      + Complex.normSq ((1 / 2 : ℝ) : ℂ) = 1
    simp only [Complex.normSq_ofReal]
    linear_combination hs / 4
  · rw [(expect_coords _).1]
    change -2 * (√2 / 2 * (1 / 2 + 1 / 2) + 0 * (0 + 0)) = -√2
    ring
```

## (f) One vector

For a normalised state on site 0 alone, show that
$$\langle H\rangle=0,\qquad\langle V\rangle=0.$$

**Solution.** Put $\psi_1=\psi_2=0$ in (b).

```lean
/-- In the one-vector basis the energy and the mean perturbation both vanish. -/
theorem basis_one {ψ : Fin 3 → ℂ} (h : Trial 1 ψ) :
    expect hopping ψ = 0 ∧ expect tilt ψ = 0 := by
  have h1 : ψ 1 = 0 := h.1 1 (by decide)
  have h2 : ψ 2 = 0 := h.1 2 (by decide)
  rw [(expect_coords ψ).1, (expect_coords ψ).2, h1, h2]
  simp
```

## (g) Ground states exist

Show that the minima over the three bases are attained:
$$E_1=\langle H\rangle_{(1,0,0)},\quad E_2=\langle H\rangle_{\texttt{state₂}},\quad E_3=\langle H\rangle_{\texttt{state₃}}.$$

**Solution.** With one vector all energies are equal. The squares in (c) and (d) are non-negative, so no energy lies below $-1$ or $-\sqrt2$ respectively, and (e) attains both values.

```lean
/-- Explicit ground states of the Hamiltonian in the bases of one, two and three vectors. -/
theorem ground_states_witness :
    IsGround 1 hopping ![1, 0, 0] ∧ IsGround 2 hopping state₂ ∧ IsGround 3 hopping state₃ := by
  have t1 : Trial 1 (![1, 0, 0] : Fin 3 → ℂ) := by
    refine ⟨?_, by simp [Fin.sum_univ_three]⟩
    intro i hi
    fin_cases i <;> simp_all
  refine ⟨⟨t1, fun φ hφ => ?_⟩, ⟨trial_states.1.1, fun φ hφ => ?_⟩,
    ⟨trial_states.2.1, fun φ hφ => ?_⟩⟩
  · rw [(basis_one t1).1, (basis_one hφ).1]
  · rw [trial_states.1.2]
    linarith [gap_two hφ, Complex.normSq_nonneg (φ 0 - φ 1)]
  · rw [trial_states.2.2]
    have hpos : (0 : ℝ) < √2 := Real.sqrt_pos.mpr (by norm_num)
    have hg : 0 ≤ √2 * (expect hopping φ + √2) := by
      rw [gap_three hφ]
      exact add_nonneg (Complex.normSq_nonneg _) (Complex.normSq_nonneg _)
    linarith [(mul_nonneg_iff_of_pos_left hpos).mp hg]
```

## (h) Every ground state with two vectors

Show that
$$\langle H\rangle=-1,\qquad\langle V\rangle=\tfrac12.$$

**Solution.** The energy follows from (g). The square in (c) then vanishes, so $\psi_0=\psi_1$, and normalisation gives $|\psi_1|^2=\tfrac12$.

```lean
/-- Every ground state in the two-vector basis has energy `-1` and mean perturbation `1/2`. -/
theorem basis_two {ψ : Fin 3 → ℂ} (h : IsGround 2 hopping ψ) :
    expect hopping ψ = -1 ∧ expect tilt ψ = 1 / 2 := by
  have hE : expect hopping ψ = -1 := by
    rw [← trial_states.1.2]
    exact le_antisymm (h.2 _ trial_states.1.1) (ground_states_witness.2.1.2 ψ h.1)
  -- the square vanishes, so both sites carry the same amplitude
  have hz : Complex.normSq (ψ 0 - ψ 1) = 0 := by linarith [gap_two h.1]
  have hab : ψ 0 = ψ 1 := sub_eq_zero.mp (Complex.normSq_eq_zero.mp hz)
  have h2 : ψ 2 = 0 := h.1.1 2 (by decide)
  have hn := h.1.2
  rw [Fin.sum_univ_three, hab, h2, map_zero] at hn
  refine ⟨hE, ?_⟩
  rw [(expect_coords ψ).2, h2, map_zero]
  linarith
```

## (i) Every ground state with three vectors

Show that
$$\langle H\rangle=-\sqrt2,\qquad\langle V\rangle=0.$$

**Solution.** Both squares in (d) vanish at the minimum. The second gives $\psi_1=\psi_2$, so the two terms of $\langle V\rangle$ cancel.

```lean
/-- Every ground state in the full basis has energy `-√2` and mean perturbation `0`. -/
theorem basis_three {ψ : Fin 3 → ℂ} (h : IsGround 3 hopping ψ) :
    expect hopping ψ = -√2 ∧ expect tilt ψ = 0 := by
  have hE : expect hopping ψ = -√2 := by
    rw [← trial_states.2.2]
    exact le_antisymm (h.2 _ trial_states.2.1) (ground_states_witness.2.2.2 ψ h.1)
  have hg := gap_three h.1
  rw [hE, neg_add_cancel, mul_zero] at hg
  -- both squares vanish, so sites 1 and 2 are equally populated
  have hz : Complex.normSq (ψ 1 - ψ 2) = 0 := by
    linarith [Complex.normSq_nonneg ((√2 : ℝ) * ψ 0 - ψ 1 - ψ 2),
      Complex.normSq_nonneg (ψ 1 - ψ 2)]
  have hbc : ψ 1 = ψ 2 := sub_eq_zero.mp (Complex.normSq_eq_zero.mp hz)
  refine ⟨hE, ?_⟩
  rw [(expect_coords ψ).2, hbc, sub_self]
```

## (j) The force errors compared

Let $F_k=-\langle V\rangle$ in any ground state with $k$ vectors. Collect the energies and means, and show that
$$|F_1-F_3|<|F_2-F_3|.$$

**Solution.** The energies $0,-1,-\sqrt2$ fall at each step, while the forces are $0,-\tfrac12,0$. The errors are therefore $0$ and $\tfrac12$.

```lean
/-- Ground states in the bases of one, two and three vectors have energies `0, -1, -√2` and
mean perturbations `0, 1/2, 0`; the force error relative to the full basis is larger with
two vectors than with one. -/
theorem force_not_monotone {ψ₁ ψ₂ ψ₃ : Fin 3 → ℂ} (h₁ : IsGround 1 hopping ψ₁)
    (h₂ : IsGround 2 hopping ψ₂) (h₃ : IsGround 3 hopping ψ₃) :
    (expect hopping ψ₁ = 0 ∧ expect hopping ψ₂ = -1 ∧ expect hopping ψ₃ = -√2) ∧
    (expect tilt ψ₁ = 0 ∧ expect tilt ψ₂ = 1 / 2 ∧ expect tilt ψ₃ = 0) ∧
    |force tilt ψ₁ - force tilt ψ₃| < |force tilt ψ₂ - force tilt ψ₃| := by
  obtain ⟨e₁, v₁⟩ := basis_one h₁.1
  obtain ⟨e₂, v₂⟩ := basis_two h₂
  obtain ⟨e₃, v₃⟩ := basis_three h₃
  refine ⟨⟨e₁, e₂, e₃⟩, ⟨v₁, v₂, v₃⟩, ?_⟩
  simp only [force, v₁, v₂, v₃]
  norm_num

end

end ForceNotMonotoneInBasis
```

In electronic-structure terms, this one-particle, three-site model shows that a lower variational energy does not by itself guarantee a better force.

```lean
#print axioms ForceNotMonotoneInBasis.hellmann_feynman
-- 'ForceNotMonotoneInBasis.hellmann_feynman' depends on axioms: [propext, Classical.choice, Quot.sound]
#print axioms ForceNotMonotoneInBasis.force_not_monotone
-- 'ForceNotMonotoneInBasis.force_not_monotone' depends on axioms: [propext, Classical.choice, Quot.sound]
```
